# The fourth-order trace-resetting polynomial maps [0,1] onto itself exactly for 0 ≤ g ≤ 6

## Can one parameter fix the electron number and still keep the occupations physical?

I am computing the density matrix of a large insulator without diagonalising its Hamiltonian. I start from a trial matrix \(X\) with eigenvalues between 0 and 1 and apply, again and again,

\[
f(X)=X^2(4X-3X^2)+g\,X^2(1-X)^2 .
\]

At each step \(g\) is chosen so that \(\operatorname{Tr} f(X)=N\), the number of occupied orbitals. But I am also told to accept \(g\) only between 0 and 6. Where do these two numbers come from, if the trace has already fixed \(g\)? And is there always a \(g\) that gives the right trace?

## The limits come from the ends of the interval, the value of g from the trace

The two conditions are independent. The window \(0\le g\le 6\) concerns what \(f\) does to every possible occupation \(x\in[0,1]\). The trace condition concerns only the matrix at hand, and it can ask for a \(g\) outside the window.

**The slope.** Sorted by powers, \(f(x)=g x^2+(4-2g)x^3+(g-3)x^4\). Differentiating and factorising gives

\[
f'(x)=2x\left[g+(6-3g)x+(2g-6)x^2\right]=2x(1-x)\left(6x+g(1-2x)\right).
\]

The last factor equals \(g(1-x)+(6-g)x\), a weighted mean of \(g\) and \(6-g\). For \(0\le g\le 6\) neither is negative and at least one is positive, so \(f'>0\) for \(0<x<1\) and \(f\) is strictly increasing on \([0,1]\). Since \(f(0)=0\) and \(f(1)=1\), continuity makes \(f\) take every value in between, and monotonicity allows no others. The order of the occupations is kept: a more strongly occupied orbital stays more strongly occupied.

**Outside the window.** Near the two ends one reads off

\[
f(x)=x^2\left[4x-3x^2+g(1-x)^2\right],\qquad
1-f(x)=(1-x)^2\left[1+2x+3x^2-g x^2\right].
\]

The first bracket tends to \(g\) as \(x\to0\), the second to \(6-g\) as \(x\to1\). If \(g<0\), a small occupation becomes negative; if \(g>6\), an occupation just below one is pushed above one. Definite examples are \(x=-g/(8-4g)\) in the first case, where the first bracket equals \(g/2-(3-g)x^2<0\), and \(x=1-y\) with \(y=(g-6)/(4g)\) in the second, where the second bracket equals \(-(g-6)/2-8y-(g-3)y^2<0\). An increasing \(f\) would stay between \(f(0)=0\) and \(f(1)=1\), so monotonicity fails as well.

**From occupations to matrices.** If \(Xv=xv\), then \(X^kv=x^kv\), hence \(f(X)v=f(x)v\). The orbitals stay and only their occupations move. If \(X^2=X\), all higher powers equal \(X\), and the coefficients add up to \(g+(4-2g)+(g-3)=1\), so \(f(X)=X\) for every \(g\).

**The trace.** The trace is affine in \(g\):

\[
\operatorname{Tr} f(X)=a+g\,b,\qquad a=\operatorname{Tr}\left(X^2(4X-3X^2)\right),\quad b=\operatorname{Tr}\left(X^2(1-X)^2\right).
\]

If \(b\ne0\), the only solution is \(g=(N-a)/b\). If \(b=0\), either every \(g\) works or none does. For Hermitian \(X\),

\[
b=\operatorname{Tr}\left((X-X^2)^\dagger(X-X^2)\right)=\sum_{ij}\left|(X-X^2)_{ij}\right|^2 ,
\]

which vanishes only if \(X\) is idempotent. So until a Hermitian \(X\) is idempotent there is exactly one suitable \(g\). It is real: the traces of powers of \(X\) are real, so the complex conjugate of a solution is again a solution, and there is only one.

**A single orbital.** For a \(1\times1\) matrix with entry \(x=\tfrac12\), \(f(x)=(5+g)/16\). Reaching \(N=1\) takes \(g=11\), and reaching \(N=0\) takes \(g=-5\). Both values are unique and both lie outside the window. The resulting occupation, 1 or 0, is still physical here, but the same \(g\) would spoil others: \(g=11\) sends \(x=0.8\) to about \(1.10\), and \(g=-5\) sends \(x=0.2\) to about \(-0.10\). So a unique \(g\) need not be safe for every occupation.

**In a calculation.** With an orthonormal basis, one usually starts from \(X_0=(\varepsilon_{\max}1-H)/(\varepsilon_{\max}-\varepsilon_{\min})\), where \(\varepsilon_{\min}\) and \(\varepsilon_{\max}\) bound the spectrum of \(H\). Each step forms \(X^2\), gets \(a\) and \(b\) from elementwise sums over \(X\) and \(X^2\), and computes \(g\). If \(g\) lies in the window, a second matrix product, \(X^2\) times \(4X-3X^2+g(1-X)^2\), gives the new \(X\). If \(g>6\), the step is commonly replaced by \(2X-X^2\), which raises the occupations; if \(g<0\), by \(X^2\), which lowers them.

**The statements in Lean.** `purify g X` is the polynomial, defined for any algebra, so the same formula acts on a real occupation and on a square matrix. The parameter `g` is often written \(\gamma\) elsewhere. "Density matrix" here means the one-particle matrix in an orthonormal basis, with trace \(N\) and not 1.

- `hasDerivAt_purify` gives the slope at every real `x`.
- `monotone_and_onto_iff` says that `purify g` is monotone on `Set.Icc 0 1`, the closed interval \([0,1]\), if and only if \(0\le g\le6\), and that the image of the interval is the interval itself under the same condition. `strictMonoOn_purify` adds strictness, and `window_of_mapsTo` needs only that no occupation leaves the interval.
- `purify_mulVec` and `purify_idempotent` are the eigenvector and fixed-point statements, over any field `K`; `*ᵥ` is a matrix acting on a vector.
- `existsUnique_trace_iff` says that exactly one `g` (written `∃!`) gives the trace `N` if and only if \(b\ne0\). Here `N` is any element of the field, not necessarily an integer.
- `existsUnique_real_of_hermitian` takes a complex Hermitian `X` with `X ^ 2 ≠ X` and a real `N`, and gives exactly one real `g`.

The finite index type `n` labels the basis functions. No theorem here places the trace-fixing `g` in the window, so a calculation that relies on the window checks at each iteration whether `g` lies in it. The theorems describe one application of \(f\) to an exactly known matrix; convergence of the iteration and the discarding of small elements in sparse matrices are separate questions.

```lean
import Mathlib

open Matrix

namespace TraceResettingPurification

/-- The fourth-order trace-resetting polynomial `X²(4X - 3X²) + g X²(1 - X)²`, for an element `X` of
an algebra, such as a real number or a square matrix, and a parameter `g`. -/
def purify {R A : Type*} [CommRing R] [Ring A] [Algebra R A] (g : R) (X : A) : A :=
  X ^ 2 * (4 * X - 3 * X ^ 2) + g • (X ^ 2 * (1 - X) ^ 2)

/-- The purification polynomial sorted by powers of `X`. -/
theorem purify_expand {R A : Type*} [CommRing R] [Ring A] [Algebra R A] (g : R) (X : A) :
    purify g X = g • X ^ 2 + (4 - 2 * g) • X ^ 3 + (g - 3) • X ^ 4 := by
  have a : X ^ 2 * (4 * X - 3 * X ^ 2) = (4 : ℕ) • X ^ 3 - (3 : ℕ) • X ^ 4 := by
    noncomm_ring
  have b : X ^ 2 * (1 - X) ^ 2 = X ^ 2 - (2 : ℕ) • X ^ 3 + X ^ 4 := by
    noncomm_ring
  rw [purify, a, b]
  module

/-- The slope of the purification polynomial at any real `x` is `2x(1 - x)(6x + g(1 - 2x))`. -/
theorem hasDerivAt_purify (g x : ℝ) :
    HasDerivAt (purify g : ℝ → ℝ) (2 * x * (1 - x) * (6 * x + g * (1 - 2 * x))) x := by
  have e : (purify g : ℝ → ℝ) = fun y =>
      g * (y * y) + (4 - 2 * g) * (y * y * y) + (g - 3) * (y * y * y * y) := by
    funext y
    simp only [purify, smul_eq_mul]
    ring
  have h1 := hasDerivAt_id' x
  have h2 := h1.fun_mul h1
  have h3 := h2.fun_mul h1
  have h4 := h3.fun_mul h1
  rw [e]
  exact (((h2.const_mul g).fun_add (h3.const_mul (4 - 2 * g))).fun_add
    (h4.const_mul (g - 3))).congr_deriv (by ring)

/-- For `0 ≤ g ≤ 6` the polynomial is strictly increasing on `[0,1]`. -/
theorem strictMonoOn_purify {g : ℝ} (h0 : 0 ≤ g) (h6 : g ≤ 6) :
    StrictMonoOn (purify g : ℝ → ℝ) (Set.Icc 0 1) := by
  apply strictMonoOn_of_deriv_pos (convex_Icc 0 1)
  · exact fun x _ => (hasDerivAt_purify g x).continuousAt.continuousWithinAt
  · intro x hx
    rw [interior_Icc] at hx
    obtain ⟨hx0, hx1⟩ := hx
    have hy : 0 < 1 - x := by linarith
    rw [(hasDerivAt_purify g x).deriv]
    -- the last factor is the weighted mean g(1-x) + (6-g)x
    have key : 0 < 6 * x + g * (1 - 2 * x) := by
      rcases le_total g 3 with h | h
      · have p := mul_nonneg h0 hy.le
        have q := mul_pos (show 0 < 6 - g by linarith) hx0
        linarith
      · have p := mul_pos (show 0 < g by linarith) hy
        have q := mul_nonneg (show 0 ≤ 6 - g by linarith) hx0.le
        linarith
    exact mul_pos (mul_pos (by linarith) hy) key

/-- If the polynomial keeps all occupations in `[0,1]`, then `0 ≤ g ≤ 6`. -/
theorem window_of_mapsTo {g : ℝ}
    (hm : Set.MapsTo (purify g : ℝ → ℝ) (Set.Icc 0 1) (Set.Icc 0 1)) : 0 ≤ g ∧ g ≤ 6 := by
  constructor
  · -- for g < 0 a small occupation becomes negative
    by_contra! hg
    have hd : 0 < 8 - 4 * g := by linarith
    obtain ⟨x, hx⟩ : ∃ x, x = -g / (8 - 4 * g) := ⟨_, rfl⟩
    have hx0 : 0 < x := by rw [hx]; exact div_pos (by linarith) hd
    have hx1 : x ≤ 1 := by rw [hx]; exact (div_le_one hd).2 (by linarith)
    have he : x * (8 - 4 * g) = -g := by rw [hx]; exact div_mul_cancel₀ _ hd.ne'
    have h := (hm ⟨hx0.le, hx1⟩).1
    simp only [purify, smul_eq_mul] at h
    have hb : 0 ≤ 4 * x - 3 * x ^ 2 + g * (1 - x) ^ 2 :=
      le_of_mul_le_mul_left (by linarith) (pow_pos hx0 2)
    have hq := mul_nonneg (show 0 ≤ 3 - g by linarith) (sq_nonneg x)
    nlinarith
  · -- for g > 6 an occupation just below one overshoots
    by_contra! hg
    have hd : 0 < 4 * g := by linarith
    obtain ⟨y, hy⟩ : ∃ y, y = (g - 6) / (4 * g) := ⟨_, rfl⟩
    have hy0 : 0 < y := by rw [hy]; exact div_pos (by linarith) hd
    have hy1 : y ≤ 1 := by rw [hy]; exact (div_le_one hd).2 (by linarith)
    have he : y * (4 * g) = g - 6 := by rw [hy]; exact div_mul_cancel₀ _ hd.ne'
    have h := (hm (show 1 - y ∈ Set.Icc (0 : ℝ) 1 from ⟨by linarith, by linarith⟩)).2
    simp only [purify, smul_eq_mul] at h
    have hb : 0 ≤ 1 + 2 * (1 - y) + 3 * (1 - y) ^ 2 - g * (1 - y) ^ 2 :=
      le_of_mul_le_mul_left (by linarith) (pow_pos hy0 2)
    have hq := mul_nonneg (show 0 ≤ g - 3 by linarith) (sq_nonneg y)
    nlinarith

/-- The polynomial is increasing on `[0,1]` exactly when `0 ≤ g ≤ 6`, which is also exactly
when it maps `[0,1]` onto itself. -/
theorem monotone_and_onto_iff (g : ℝ) :
    (MonotoneOn (purify g : ℝ → ℝ) (Set.Icc 0 1) ↔ 0 ≤ g ∧ g ≤ 6) ∧
    ((purify g : ℝ → ℝ) '' Set.Icc 0 1 = Set.Icc 0 1 ↔ 0 ≤ g ∧ g ≤ 6) := by
  have f0 : purify g (0 : ℝ) = 0 := by simp only [purify, smul_eq_mul]; ring
  have f1 : purify g (1 : ℝ) = 1 := by simp only [purify, smul_eq_mul]; ring
  have maps : MonotoneOn (purify g : ℝ → ℝ) (Set.Icc 0 1) →
      Set.MapsTo (purify g : ℝ → ℝ) (Set.Icc 0 1) (Set.Icc 0 1) := by
    intro hm x hx
    have a := hm (Set.left_mem_Icc.2 zero_le_one) hx hx.1
    have b := hm hx (Set.right_mem_Icc.2 zero_le_one) hx.2
    rw [f0] at a
    rw [f1] at b
    exact ⟨a, b⟩
  refine ⟨⟨fun hm => window_of_mapsTo (maps hm),
    fun h => (strictMonoOn_purify h.1 h.2).monotoneOn⟩, ⟨fun h => ?_, fun h => ?_⟩⟩
  · exact window_of_mapsTo (Set.mapsTo_iff_image_subset.2 h.subset)
  · apply Set.Subset.antisymm
    · exact (maps (strictMonoOn_purify h.1 h.2).monotoneOn).image_subset
    · -- every value between f(0) = 0 and f(1) = 1 is attained
      have c : ContinuousOn (purify g : ℝ → ℝ) (Set.Icc 0 1) :=
        fun x _ => (hasDerivAt_purify g x).continuousAt.continuousWithinAt
      have i := intermediate_value_Icc zero_le_one c
      rwa [f0, f1] at i

variable {n : Type*} [Fintype n] [DecidableEq n]

/-- Purification keeps each eigenvector of `X` and sends its eigenvalue `x` to `purify g x`. -/
theorem purify_mulVec {K : Type*} [Field K] (g x : K) (X : Matrix n n K) (v : n → K)
    (hv : X *ᵥ v = x • v) : purify g X *ᵥ v = purify g x • v := by
  have hp : ∀ k : ℕ, X ^ k *ᵥ v = x ^ k • v := by
    intro k
    induction k with
    | zero => simp
    | succ k ih =>
      rw [pow_succ, ← Matrix.mulVec_mulVec, hv, Matrix.mulVec_smul, ih, smul_smul,
        pow_succ, mul_comm]
  simp only [purify_expand, Matrix.add_mulVec, Matrix.smul_mulVec, hp, smul_smul,
    add_smul, smul_eq_mul]

/-- An idempotent matrix is unchanged by purification, whatever `g` is. -/
theorem purify_idempotent {K : Type*} [Field K] (g : K) (X : Matrix n n K)
    (h : X ^ 2 = X) : purify g X = X := by
  have h3 : X ^ 3 = X := by
    calc X ^ 3 = X ^ 2 * X := pow_succ X 2
      _ = X := by rw [h, ← pow_two, h]
  have h4 : X ^ 4 = X := by
    calc X ^ 4 = X ^ 3 * X := pow_succ X 3
      _ = X := by rw [h3, ← pow_two, h]
  rw [purify_expand, h, h3, h4]
  module

/-- Exactly one `g` gives the purified matrix the trace `N` if and only if
`Tr(X²(1 - X)²)` is nonzero. -/
theorem existsUnique_trace_iff {K : Type*} [Field K] (X : Matrix n n K) (N : K) :
    (∃! g : K, trace (purify g X) = N) ↔ trace (X ^ 2 * (1 - X) ^ 2) ≠ 0 := by
  -- the trace is affine in g
  have ht : ∀ g : K, trace (purify g X) =
      trace (X ^ 2 * (4 * X - 3 * X ^ 2)) + g * trace (X ^ 2 * (1 - X) ^ 2) := by
    intro g
    rw [purify, trace_add, trace_smul, smul_eq_mul]
  simp only [ht]
  constructor
  · rintro ⟨g, hg, hu⟩ h0
    have h := hu (g + 1) (by simpa only [h0, mul_zero] using hg)
    exact one_ne_zero (show (1 : K) = 0 by linear_combination h)
  · intro h
    refine ⟨(N - trace (X ^ 2 * (4 * X - 3 * X ^ 2))) / trace (X ^ 2 * (1 - X) ^ 2),
      ?_, fun g hg => ?_⟩
    · simp only [div_mul_cancel₀ _ h]
      ring
    · rw [eq_div_iff h]
      linear_combination hg

open scoped ComplexOrder in
/-- For a Hermitian matrix `X` that is not idempotent and any real `N`, exactly one real `g`
gives the purified matrix the trace `N`. -/
theorem existsUnique_real_of_hermitian (X : Matrix n n ℂ) (hX : X.IsHermitian)
    (hne : X ^ 2 ≠ X) (N : ℝ) : ∃! g : ℝ, trace (purify (g : ℂ) X) = (N : ℂ) := by
  -- the slope in g is the squared Frobenius norm of X - X²
  have hs : trace (X ^ 2 * (1 - X) ^ 2) ≠ 0 := by
    intro h0
    have hA : (X - X ^ 2)ᴴ = X - X ^ 2 := by
      rw [conjTranspose_sub, conjTranspose_pow, hX.eq]
    have e : X ^ 2 * (1 - X) ^ 2 = (X - X ^ 2)ᴴ * (X - X ^ 2) := by
      rw [hA]
      noncomm_ring
    rw [e, trace_conjTranspose_mul_self_eq_zero_iff] at h0
    exact hne (sub_eq_zero.1 h0).symm
  obtain ⟨g, hg, hu⟩ := (existsUnique_trace_iff X (N : ℂ)).2 hs
  have hg' : trace (purify g X) = (N : ℂ) := hg
  have hp : ∀ k : ℕ, star (trace (X ^ k)) = trace (X ^ k) := by
    intro k
    rw [← trace_conjTranspose, conjTranspose_pow, hX.eq]
  have hst : star (trace (purify g X)) = trace (purify (star g) X) := by
    simp only [purify_expand, trace_add, trace_smul, smul_eq_mul, star_add, star_mul',
      star_sub, star_ofNat, hp]
  -- the conjugate of g also solves the trace condition, so g is real
  have hc : star g = g := by
    apply hu
    show trace (purify (star g) X) = (N : ℂ)
    rw [← hst, hg']
    exact Complex.conj_ofReal N
  have hre : ((g.re : ℝ) : ℂ) = g := Complex.conj_eq_iff_re.1 hc
  refine ⟨g.re, ?_, fun r hr => ?_⟩
  · show trace (purify ((g.re : ℝ) : ℂ) X) = (N : ℂ)
    rw [hre]
    exact hg'
  · have h : (r : ℂ) = g := hu (r : ℂ) hr
    rw [← h, Complex.ofReal_re]

end TraceResettingPurification
```

```lean
#print axioms TraceResettingPurification.monotone_and_onto_iff
#print axioms TraceResettingPurification.purify_mulVec
#print axioms TraceResettingPurification.purify_idempotent
#print axioms TraceResettingPurification.existsUnique_real_of_hermitian
```

```
'TraceResettingPurification.monotone_and_onto_iff' depends on axioms: [propext, Classical.choice, Quot.sound]
'TraceResettingPurification.purify_mulVec' depends on axioms: [propext, Classical.choice, Quot.sound]
'TraceResettingPurification.purify_idempotent' depends on axioms: [propext, Classical.choice, Quot.sound]
'TraceResettingPurification.existsUnique_real_of_hermitian' depends on axioms: [propext, Classical.choice, Quot.sound]
```

**How the code argues.** `purify_expand` sorts the polynomial by powers. `noncomm_ring` multiplies out the products without assuming that matrices commute, and `module` collects the coefficients. The derivative is assembled with the product rule from \(y\), \(y^2\), \(y^3\) and \(y^4\), and `ring` identifies the result with the factorised form.

In `strictMonoOn_purify`, the inequality `key` is the positivity of the weighted mean. The case split at \(g=3\) settles which of the two averaged numbers is certainly positive: \(6-g\) for \(g\le3\), and \(g\) for \(g\ge3\). A positive derivative in the interior then gives strict monotonicity.

`window_of_mapsTo` argues by contradiction with the two explicit occupations above. In each half, `hb` divides the assumed inequality by the positive square \(x^2\) or \(y^2\), which leaves the bracket, and `nlinarith` finds that the bracket is negative. `monotone_and_onto_iff` joins the parts: a monotone \(f\) with end values 0 and 1 stays in the interval, which leads back to the window, and `intermediate_value_Icc` shows that every value is attained.

`purify_mulVec` proves \(X^kv=x^kv\) by induction on \(k\) and inserts it into the sorted polynomial. `purify_idempotent` reduces the third and fourth powers to \(X\) and adds the coefficients.

For the trace, `ht` is the affine formula. If the slope is zero and `g` is a solution, then `g + 1` is one too, and uniqueness would force \(1=0\). If the slope is nonzero, the quotient \((N-a)/b\) is put in and checked. In the Hermitian theorem, `hs` writes the slope as the trace of \((X-X^2)^\dagger(X-X^2)\), whose vanishing forces \(X=X^2\). Then `hst` conjugates the trace, `hc` concludes from uniqueness that `g` equals its own conjugate, and its real part is the required number.

This bears on linear-scaling electronic structure, where such a polynomial replaces diagonalisation for a finite one-particle matrix: within the window, one step keeps occupations between 0 and 1 and in their order.
